# N-electron aufbau density matrices differ by at most the Fock-matrix difference over the mean gap, if that gap is positive (Frobenius norm)

## Orbital basis, norm and density matrices

The one-electron space has a finite orthonormal basis of real orbitals, indexed by the type `n`. Operators are real square matrices over this basis, and the overlap matrix is the identity. With a non-orthogonal basis, the matrices meant here are those obtained after orthogonalisation.

In Lean 4 with Mathlib:

```lean
import Mathlib

open Matrix

namespace FockNoise

variable {n : Type*} [Fintype n]
```

The size of a matrix A is measured by its Frobenius norm, written `frob A` in the code:

‖A‖ = √(Σᵢⱼ Aᵢⱼ²).

```lean
/-- The Frobenius norm of a real matrix: the root of the sum of its squared entries. -/
noncomputable def frob (A : Matrix n n ℝ) : ℝ := √(∑ i, ∑ j, A i j ^ 2)
```

A density matrix P projects onto the space spanned by N occupied orthonormal orbitals. It satisfies

Pᵀ = P,  P² = P,  Tr P = N.

Each orbital counts once. For a closed-shell molecule treated in spatial orbitals, N is therefore the number of doubly occupied orbitals, and the usual density matrix is 2P. Differences of that matrix, and the bound on them, are twice those for P. Fractional occupations are excluded by P² = P.

```lean
/-- `P` is the density matrix of `N` occupied orthonormal orbitals: a symmetric idempotent
matrix of trace `N`. -/
structure IsDensity (P : Matrix n n ℝ) (N : ℕ) : Prop where
  symm : Pᵀ = P
  idem : P * P = P
  electrons : P.trace = N
```

## Aufbau filling and the gap

Let F be a real symmetric Fock matrix. Filling its N lowest orbitals gives a projector P with three properties. F maps the occupied space into itself, which reads PFP = FP. Every occupied vector v, meaning Pv = v, has v·Fv ≤ homo (v·v). Every virtual vector, meaning Pv = 0, has v·Fv ≥ lumo (v·v). For normalised v these are bounds on the orbital energy expectation value.

The structure `IsAufbau F P N homo lumo` collects these conditions together with homo ≤ lumo. In the code, `*ᵥ` applies a matrix to a vector and `⬝ᵥ` is the dot product. The numbers `homo` and `lumo` need only be bounds; choosing the actual frontier orbital energies gives the largest gap

g = lumo − homo.

If N is zero or equals the number of basis orbitals, one of the two spaces contains only the zero vector and its bound is empty. There is then only one possible density matrix, so every distance considered below is zero.

```lean
/-- `P` is an `N`-electron aufbau projector of the symmetric Fock matrix `F`: `F` leaves the
occupied space invariant, normalised occupied vectors have energy at most `homo`, normalised
virtual vectors have energy at least `lumo`, and `homo ≤ lumo`. -/
structure IsAufbau (F P : Matrix n n ℝ) (N : ℕ) (homo lumo : ℝ) : Prop where
  fock_symm : Fᵀ = F
  density : IsDensity P N
  invariant : P * F * P = F * P
  occupied : ∀ v : n → ℝ, P *ᵥ v = v → v ⬝ᵥ F *ᵥ v ≤ homo * (v ⬝ᵥ v)
  unoccupied : ∀ v : n → ℝ, P *ᵥ v = 0 → lumo * (v ⬝ᵥ v) ≤ v ⬝ᵥ F *ᵥ v
  order : homo ≤ lumo
```

## Cauchy–Schwarz for the trace

The trace of a product is a scalar product of matrix entries, Tr AB = Σᵢⱼ Aᵢⱼ Bⱼᵢ. The Cauchy–Schwarz inequality for this double sum gives

(Tr AB)² ≤ (Σᵢⱼ Aᵢⱼ²)(Σᵢⱼ Bⱼᵢ²) = ‖A‖² ‖B‖²,

and a square root gives |Tr AB| ≤ ‖A‖ ‖B‖. In the proof, `e1` identifies the sum with the trace, while `e2` and `e3` identify the two sums of squares.

```lean
/-- Cauchy-Schwarz inequality for the trace: `|Tr AB|` is at most the product of the
Frobenius norms. -/
theorem abs_trace_mul_le (A B : Matrix n n ℝ) :
    |(A * B).trace| ≤ frob A * frob B := by
  have h := Finset.sum_mul_sq_le_sq_mul_sq (Finset.univ : Finset (n × n))
    (fun p => A p.1 p.2) (fun p => B p.2 p.1)
  have e1 : ∑ p : n × n, A p.1 p.2 * B p.2 p.1 = (A * B).trace := by
    simp only [Fintype.sum_prod_type, Matrix.trace, Matrix.diag_apply, Matrix.mul_apply]
  have e2 : ∑ p : n × n, A p.1 p.2 ^ 2 = frob A ^ 2 := by
    rw [frob, Real.sq_sqrt (by positivity)]
    simp only [Fintype.sum_prod_type]
  have e3 : ∑ p : n × n, B p.2 p.1 ^ 2 = frob B ^ 2 := by
    rw [frob, Real.sq_sqrt (by positivity)]
    simp only [Fintype.sum_prod_type]
    exact Finset.sum_comm
  rw [e1, e2, e3, ← mul_pow] at h
  exact abs_le_of_sq_le_sq h (mul_nonneg (Real.sqrt_nonneg _) (Real.sqrt_nonneg _))
```

## Distance as a count of promoted electrons

Let P and Q be density matrices with the same N. Since both are symmetric and idempotent,

‖Q − P‖² = Tr (Q − P)² = Tr (Q − QP − PQ + P) = 2(N − Tr PQ).

The number m = N − Tr PQ is the part of the N electrons of Q that sits in the virtual space of P. The squared distance is twice this number.

```lean
/-- The squared distance of two `N`-electron density matrices is `2 (N - Tr PQ)`. -/
theorem frob_sub_sq {P Q : Matrix n n ℝ} {N : ℕ} (hP : IsDensity P N) (hQ : IsDensity Q N) :
    frob (Q - P) ^ 2 = 2 * (N - (P * Q).trace) := by
  have e : frob (Q - P) ^ 2 = ((Q - P)ᵀ * (Q - P)).trace := by
    rw [frob, Real.sq_sqrt (by positivity), Finset.sum_comm]
    simp only [Matrix.trace, Matrix.diag_apply, Matrix.mul_apply, Matrix.transpose_apply, sq]
  rw [e, Matrix.transpose_sub, hP.symm, hQ.symm]
  simp only [sub_mul, mul_sub, hP.idem, hQ.idem, Matrix.trace_sub, hP.electrons, hQ.electrons]
  rw [Matrix.trace_mul_comm Q P]
  ring
```

## The energy cost of leaving the aufbau state

Promoting m electrons across the gap should cost at least g m. To show this, first transpose PFP = FP. This gives PFP = PF, so F and P commute. Now define

V = (1 − P)Q,  O = P(1 − Q).

V is the part of Q promoted into the virtual space, and O is the part of P that Q leaves empty. Each column of V is a virtual vector and each column of O is an occupied one. Summing the energy bounds over the columns gives

lumo Tr VᵀV ≤ Tr VᵀFV,  Tr OᵀFO ≤ homo Tr OᵀO.

Cyclic permutation and idempotency evaluate the four traces:

Tr VᵀV = Tr (1 − P)Q = m,
Tr OᵀO = Tr P(1 − Q) = m,
Tr VᵀFV = Tr (1 − P)F(1 − P)Q = Tr FQ − Tr FPQ,
Tr OᵀFO = Tr PFP(1 − Q) = Tr FP − Tr FPQ.

On subtraction the term Tr FPQ cancels, and with m = ‖Q − P‖²/2

Tr F(Q − P) ≥ (lumo − homo) m = (g/2) ‖Q − P‖².

In the code, `col` writes a trace as a sum over columns, `v` and `o` are the two summed energy bounds, and `tr` carries out the cyclic permutation. The final `linarith` does the subtraction.

```lean
/-- Replacing the aufbau projector `P` of `F` by another `N`-electron density matrix `Q` raises
the orbital energy sum by at least half the gap times the squared distance. -/
theorem energy_penalty {F P Q : Matrix n n ℝ} {N : ℕ} {homo lumo : ℝ}
    (h : IsAufbau F P N homo lumo) (hQ : IsDensity Q N) :
    (lumo - homo) / 2 * frob (Q - P) ^ 2 ≤ (F * (Q - P)).trace := by
  classical
  have hP := h.density
  have comm : F * P = P * F := by
    have t := congrArg Matrix.transpose h.invariant
    simp only [Matrix.transpose_mul, h.fock_symm, hP.symm] at t
    rw [← h.invariant, Matrix.mul_assoc]
    exact t
  -- the trace of `Bᵀ X B` is a sum over the columns of `B`
  have col : ∀ X B : Matrix n n ℝ, (Bᵀ * X * B).trace =
      ∑ i, (fun k => B k i) ⬝ᵥ X *ᵥ (fun k => B k i) := by
    intro X B
    rw [Matrix.mul_assoc]
    simp only [Matrix.trace, Matrix.diag_apply, Matrix.mul_apply, Matrix.transpose_apply,
      dotProduct, Matrix.mulVec]
  have tr : ∀ S R X : Matrix n n ℝ, Sᵀ = S → Rᵀ = R → R * R = R →
      ((S * R)ᵀ * X * (S * R)).trace = (S * X * S * R).trace := by
    intro S R X hS hR hRR
    have a : R * S * X * (S * R) = R * (S * X * S * R) := by simp only [Matrix.mul_assoc]
    rw [Matrix.transpose_mul, hS, hR, a, Matrix.trace_mul_comm, Matrix.mul_assoc _ R R, hRR]
  have symc : ∀ S : Matrix n n ℝ, Sᵀ = S → (1 - S)ᵀ = 1 - S := by
    intro S hS
    rw [Matrix.transpose_sub, Matrix.transpose_one, hS]
  have idc : ∀ S : Matrix n n ℝ, S * S = S → (1 - S) * (1 - S) = 1 - S := by
    intro S hS
    rw [sub_mul, one_mul, mul_sub, mul_one, hS, sub_self, sub_zero]
  -- the part of `Q` promoted into the virtual space has energy at least `lumo` per electron
  have v : lumo * (((1 - P) * Q)ᵀ * 1 * ((1 - P) * Q)).trace ≤
      (((1 - P) * Q)ᵀ * F * ((1 - P) * Q)).trace := by
    have z : P * ((1 - P) * Q) = 0 := by
      rw [← Matrix.mul_assoc, mul_sub, mul_one, hP.idem, sub_self, zero_mul]
    rw [col, col]
    simp only [Matrix.one_mulVec, Finset.mul_sum]
    exact Finset.sum_le_sum fun i _ =>
      h.unoccupied _ (funext fun j => congrFun (congrFun z j) i)
  -- the part of `P` that `Q` leaves empty has energy at most `homo` per electron
  have o : ((P * (1 - Q))ᵀ * F * (P * (1 - Q))).trace ≤
      homo * ((P * (1 - Q))ᵀ * 1 * (P * (1 - Q))).trace := by
    have z : P * (P * (1 - Q)) = P * (1 - Q) := by rw [← Matrix.mul_assoc, hP.idem]
    rw [col, col]
    simp only [Matrix.one_mulVec, Finset.mul_sum]
    exact Finset.sum_le_sum fun i _ =>
      h.occupied _ (funext fun j => congrFun (congrFun z j) i)
  have e : (1 - P) * F * (1 - P) = F - F * P := by
    linear_combination (norm := noncomm_ring) h.invariant + comm
  rw [tr _ _ 1 (symc P hP.symm) hQ.symm hQ.idem, tr _ _ F (symc P hP.symm) hQ.symm hQ.idem,
    mul_one, idc P hP.idem, e] at v
  rw [tr _ _ 1 hP.symm (symc Q hQ.symm) (idc Q hQ.idem),
    tr _ _ F hP.symm (symc Q hQ.symm) (idc Q hQ.idem), mul_one, hP.idem, h.invariant] at o
  simp only [sub_mul, one_mul, Matrix.trace_sub, hQ.electrons] at v
  simp only [mul_sub, mul_one, Matrix.trace_sub, hP.electrons] at o
  rw [frob_sub_sq hP hQ, mul_sub F Q P, Matrix.trace_sub]
  linarith
```

## From Fock noise to density error

Take a second Fock matrix F' with aufbau projector P', the same N and gap g' = lumo' − homo'. Call ‖F − F'‖ the noise and d = ‖P − P'‖ the density error. The energy penalty applies twice: to F with P' as the competitor, and to F' with P as the competitor. The sum is

(g + g')/2 · d² ≤ Tr F(P' − P) + Tr F'(P − P') = Tr (F − F')(P' − P).

By Cauchy–Schwarz the right-hand side is at most ‖F − F'‖ d. If d = 0, the bound holds trivially. If d > 0, division by d gives

‖P − P'‖ ≤ 2‖F − F'‖/(g + g').

The denominator is twice the mean gap, so the density error is at most the noise divided by the mean gap. The hypothesis `gap` asks for g > 0, while g' ≥ 0 is already part of `IsAufbau`; if only g' is positive, the two systems can be exchanged. Some positive gap is needed: for F = F' = 0 the noise vanishes, yet any two N-electron density matrices are aufbau projectors.

In the proof, `a` and `b` are the two energy penalties, `c` is Cauchy–Schwarz, and the case split on `hd` separates d = 0 from d > 0.

```lean
/-- Fock-matrix noise changes the aufbau density matrix by at most the noise divided by the
mean gap, if one gap is positive; both norms are Frobenius norms. -/
theorem density_error_le {F F' P P' : Matrix n n ℝ} {N : ℕ} {homo lumo homo' lumo' : ℝ}
    (h : IsAufbau F P N homo lumo) (h' : IsAufbau F' P' N homo' lumo') (gap : homo < lumo) :
    frob (P - P') ≤ 2 * frob (F - F') / ((lumo - homo) + (lumo' - homo')) := by
  have hs : frob (P' - P) = frob (P - P') := by
    simp only [frob, Matrix.sub_apply]
    congr 1
    exact Finset.sum_congr rfl fun i _ => Finset.sum_congr rfl fun j _ => by ring
  -- add the two energy penalties
  have a := energy_penalty h h'.density
  have b := energy_penalty h' h.density
  have c := (le_abs_self _).trans (abs_trace_mul_le (F - F') (P' - P))
  have e : ((F - F') * (P' - P)).trace =
      (F * (P' - P)).trace + (F' * (P - P')).trace := by
    simp only [sub_mul, mul_sub, Matrix.trace_sub]
    ring
  rw [e, hs] at c
  rw [hs] at a
  have order' := h'.order
  rw [le_div_iff₀ (by linarith)]
  have d0 : 0 ≤ frob (P - P') := Real.sqrt_nonneg _
  have f0 : 0 ≤ frob (F - F') := Real.sqrt_nonneg _
  -- divide by the distance unless it vanishes
  rcases eq_or_lt_of_le d0 with hd | hd
  · rw [← hd, zero_mul]
    linarith
  · refine le_of_mul_le_mul_right ?_ hd
    linarith
```

For a self-consistent-field calculation, this bounds how an error in the Fock matrix passes through a single diagonalisation and aufbau filling, in a finite real basis with integer occupations. It does not follow the error as the new density builds the next Fock matrix, so it is not a convergence statement for the Roothaan iteration.

The limiting case g' = 0 gives ‖P − P'‖ ≤ 2‖F − F'‖/g, and a two-orbital example worked by hand attains it. Let P be a one-electron density matrix, F = −gP, F' = −(g/2)1 and P' = 1 − P. Because F' is degenerate, P' is one of its aufbau projectors. Then ‖P − P'‖ = √2 and ‖F − F'‖ = g/√2, so both sides equal √2.

## Flat levels attain the bound

For any density matrix P and any g ≥ 0, the Fock matrix −gP puts all occupied orbitals at energy −g and all virtual orbitals at 0. The aufbau conditions follow directly: P(−gP)P = −gP = (−gP)P, the energy of a normalised occupied vector is −g, and that of a virtual vector is 0.

```lean
/-- An `N`-electron density matrix `P` is an aufbau projector of the flat-level Fock matrix
`-g P` with levels `-g` and `0`, for `g ≥ 0`. -/
theorem flat_isAufbau {P : Matrix n n ℝ} {N : ℕ} (hP : IsDensity P N) {g : ℝ} (hg : 0 ≤ g) :
    IsAufbau ((-g) • P) P N (-g) 0 where
  fock_symm := by rw [Matrix.transpose_smul, hP.symm]
  density := hP
  invariant := by simp only [Matrix.mul_smul, Matrix.smul_mul, hP.idem]
  occupied := fun v hv => le_of_eq (by
    rw [Matrix.smul_mulVec, hv, dotProduct_smul, smul_eq_mul])
  unoccupied := fun v hv => le_of_eq (by
    rw [Matrix.smul_mulVec, hv, smul_zero, dotProduct_zero, zero_mul])
  order := by linarith
```

Now take two N-electron density matrices P and P' with F = −gP, F' = −gP' and g > 0. The noise is ‖F − F'‖ = g‖P − P'‖ and both gaps equal g, so

2‖F − F'‖/(g + g') = 2g‖P − P'‖/(2g) = ‖P − P'‖.

The factor 2 can therefore not be lowered in a bound that is to hold for all aufbau pairs. The theorem states this equality together with the two aufbau properties. Its expression `0 - -g` is the gap lumo − homo with lumo = 0 and homo = −g.

```lean
/-- The bound is sharp: any two `N`-electron density matrices are aufbau projectors of their
flat-level Fock matrices with gap `g > 0`, and for these the bound is an equality. -/
theorem density_error_sharp {P P' : Matrix n n ℝ} {N : ℕ} (hP : IsDensity P N)
    (hP' : IsDensity P' N) {g : ℝ} (hg : 0 < g) :
    IsAufbau ((-g) • P) P N (-g) 0 ∧ IsAufbau ((-g) • P') P' N (-g) 0 ∧
      frob (P - P') = 2 * frob ((-g) • P - (-g) • P') / ((0 - -g) + (0 - -g)) := by
  refine ⟨flat_isAufbau hP hg.le, flat_isAufbau hP' hg.le, ?_⟩
  have s : frob ((-g) • (P - P')) = g * frob (P - P') := by
    simp only [frob, Matrix.smul_apply, smul_eq_mul, mul_pow, ← Finset.mul_sum]
    rw [Real.sqrt_mul (sq_nonneg _), Real.sqrt_sq_eq_abs, abs_neg, abs_of_pos hg]
  have t : (0 - -g) + (0 - -g) = 2 * g := by ring
  rw [← smul_sub, s, t, eq_div_iff (by positivity)]
  ring
```

## One electron in two orbitals

A concrete pair has one electron in two basis orbitals φ₁ and φ₂. In the first density matrix the electron occupies φ₁; in the second it occupies (φ₁ + φ₂)/√2, which makes every entry 1/2. With g = 1, each is an aufbau projector of its flat-level Fock matrix with levels −1 and 0. The difference of the density matrices has four entries of magnitude 1/2, so their distance is 1. The noise is also 1 and the mean gap is 1, in agreement with the equality above.

The theorem below states the aufbau property for both matrices. Its proof applies `flat_isAufbau` with g = 1, which leaves the density-matrix conditions to check: the traces are computed, and symmetry and idempotency are verified entry by entry.

```lean
/-- Two one-electron density matrices `P` in a two-orbital basis, one localised on the first orbital
and one spread evenly over both, are each an aufbau projector of the Fock matrix `-P`, with levels
`-1` and `0`. -/
theorem isAufbau_witness :
    IsAufbau ((-1 : ℝ) • !![1, 0; 0, 0]) !![1, 0; 0, 0] 1 (-1) 0 ∧
    IsAufbau ((-1 : ℝ) • !![1/2, 1/2; 1/2, 1/2]) !![1/2, 1/2; 1/2, 1/2] 1 (-1) 0 := by
  constructor <;> refine flat_isAufbau ⟨?_, ?_, ?_⟩ zero_le_one
  on_goal 3 => norm_num [Matrix.trace_fin_two]
  on_goal 5 => norm_num [Matrix.trace_fin_two]
  all_goals
    ext i j
    fin_cases i <;> fin_cases j <;> norm_num [Matrix.mul_apply, Fin.sum_univ_two]

end FockNoise
```

```lean
#print axioms FockNoise.density_error_le
#print axioms FockNoise.density_error_sharp
```

```
'FockNoise.density_error_le' depends on axioms: [propext, Classical.choice, Quot.sound]
'FockNoise.density_error_sharp' depends on axioms: [propext, Classical.choice, Quot.sound]
```
